# The leading charge-transfer correction to the exciton coupling of a symmetric four-state dimer

Let two local excitons have energy $E$ and direct coupling $V$, let two charge-transfer states have energy $E+A$, and let $t_e$ and $t_h$ be the electron and hole transfer integrals that connect the two pairs, all of them real. With $s$ defined as half the difference between the lower levels of the even and the odd sector, the file below proves that $A(s-V)\to-2t_et_h$ as $A\to+\infty$ with the other parameters fixed.

```lean
import Mathlib

open Matrix Filter Topology

namespace DimerSuperexchange

noncomputable section

/-- Hamiltonian of a symmetric dimer: two local excitons of energy `E` with direct coupling `V`,
two charge-transfer states of energy `E + A`, and electron and hole transfer integrals
`te` and `th` between the two pairs. -/
def dimerHamiltonian (E V te th A : ℝ) : Matrix (Fin 2 ⊕ Fin 2) (Fin 2 ⊕ Fin 2) ℝ :=
  fromBlocks !![E, V; V, E] !![te, th; th, te] !![te, th; th, te] !![E + A, 0; 0, E + A]

/-- Two-level Hamiltonian with site energies `a`, `d` and coupling `t`. -/
def twoLevel (a d t : ℝ) : Matrix (Fin 2) (Fin 2) ℝ := !![a, t; t, d]

/-- The normalised even (first two columns) and odd (last two columns) combinations of the
local excitons and of the charge-transfer states. -/
def parityBasis : Matrix (Fin 2 ⊕ Fin 2) (Fin 2 ⊕ Fin 2) ℝ :=
  fromBlocks !![√2 / 2, 0; √2 / 2, 0] !![√2 / 2, 0; -(√2 / 2), 0]
    !![0, √2 / 2; 0, √2 / 2] !![0, √2 / 2; 0, -(√2 / 2)]

/-- The lower energy level of the two-level Hamiltonian, in closed form. -/
def lowerLevel (a d t : ℝ) : ℝ := (a + d) / 2 - √(((d - a) / 2) ^ 2 + t ^ 2)

/-- Effective exciton coupling: half the difference between the lower levels of the even and
the odd sector. -/
def effectiveCoupling (E V te th A : ℝ) : ℝ :=
  (lowerLevel (E + V) (E + A) (te + th) - lowerLevel (E - V) (E + A) (te - th)) / 2

/-- The even and odd combinations form an orthonormal basis. -/
theorem parityBasis_orthogonal : parityBasisᵀ * parityBasis = 1 := by
  have hc : (√2 / 2) * (√2 / 2) = (1 / 2 : ℝ) := by
    have h := Real.mul_self_sqrt (show (0 : ℝ) ≤ 2 by norm_num)
    linear_combination h / 4
  unfold parityBasis
  generalize √2 / 2 = c at hc ⊢
  ext (i | i) (j | j) <;> fin_cases i <;> fin_cases j <;>
    simp [Matrix.mul_apply, Fintype.sum_sum_type, Fin.sum_univ_two] <;>
    linarith

/-- In the parity basis the dimer Hamiltonian splits into two two-level problems, with
couplings `te + th` in the even sector and `te - th` in the odd sector. -/
theorem dimerHamiltonian_splits (E V te th A : ℝ) :
    parityBasisᵀ * dimerHamiltonian E V te th A * parityBasis =
      fromBlocks (twoLevel (E + V) (E + A) (te + th)) 0
        0 (twoLevel (E - V) (E + A) (te - th)) := by
  -- each sector is invariant under the Hamiltonian
  have h : dimerHamiltonian E V te th A * parityBasis = parityBasis *
      fromBlocks (twoLevel (E + V) (E + A) (te + th)) 0
        0 (twoLevel (E - V) (E + A) (te - th)) := by
    unfold parityBasis dimerHamiltonian twoLevel
    generalize √2 / 2 = c
    ext (i | i) (j | j) <;> fin_cases i <;> fin_cases j <;>
      simp [Matrix.mul_apply, Fintype.sum_sum_type, Fin.sum_univ_two] <;> ring
  rw [Matrix.mul_assoc, h, ← Matrix.mul_assoc, parityBasis_orthogonal, Matrix.one_mul]

/-- A number `x` is an eigenvalue of the two-level Hamiltonian exactly when it solves the
secular equation. -/
theorem twoLevel_eigenvalue_iff (a d t x : ℝ) :
    (∃ v : Fin 2 → ℝ, v ≠ 0 ∧ twoLevel a d t *ᵥ v = x • v) ↔ (a - x) * (d - x) = t ^ 2 := by
  have h := Matrix.exists_mulVec_eq_zero_iff
    (M := twoLevel a d t - x • (1 : Matrix (Fin 2) (Fin 2) ℝ))
  have hdet : (twoLevel a d t - x • (1 : Matrix (Fin 2) (Fin 2) ℝ)).det
      = (a - x) * (d - x) - t ^ 2 := by
    simp [twoLevel, Matrix.det_fin_two]
    ring
  rw [hdet, sub_eq_zero] at h
  rw [← h]
  simp only [Matrix.sub_mulVec, Matrix.smul_mulVec, Matrix.one_mulVec, sub_eq_zero]

/-- The lower level solves the secular equation. -/
theorem lowerLevel_secular (a d t : ℝ) :
    (a - lowerLevel a d t) * (d - lowerLevel a d t) = t ^ 2 := by
  have hs := Real.sq_sqrt (show 0 ≤ ((d - a) / 2) ^ 2 + t ^ 2 by positivity)
  unfold lowerLevel
  linear_combination hs

/-- The lower level is the least eigenvalue of the two-level Hamiltonian. -/
theorem lowerLevel_isLeast (a d t : ℝ) :
    IsLeast {x : ℝ | ∃ v : Fin 2 → ℝ, v ≠ 0 ∧ twoLevel a d t *ᵥ v = x • v}
      (lowerLevel a d t) := by
  refine ⟨(twoLevel_eigenvalue_iff a d t _).2 (lowerLevel_secular a d t), fun x hx => ?_⟩
  have hx' := (twoLevel_eigenvalue_iff a d t x).1 hx
  have h : ((a + d) / 2 - x) ^ 2 ≤ ((d - a) / 2) ^ 2 + t ^ 2 := by
    apply le_of_eq
    linear_combination hx'
  have h1 := (abs_le.1 (Real.abs_le_sqrt h)).2
  unfold lowerLevel
  linarith

/-- The coupling never raises the lower level above the site energy `a`. -/
theorem lowerLevel_le (a d t : ℝ) : lowerLevel a d t ≤ a := by
  have h : ((d - a) / 2) ^ 2 ≤ ((d - a) / 2) ^ 2 + t ^ 2 := by linarith [sq_nonneg t]
  have h1 := (abs_le.1 (Real.abs_le_sqrt h)).2
  unfold lowerLevel
  linarith

/-- For a positive gap `d - a`, the lowering of the level is at most the second-order value
`t² / (d - a)` and at least `t² (d - a) / ((d - a)² + t²)`. -/
theorem levelShift_bounds {a d : ℝ} (t : ℝ) (h : a < d) :
    t ^ 2 * (d - a) / ((d - a) ^ 2 + t ^ 2) ≤ a - lowerLevel a d t ∧
      a - lowerLevel a d t ≤ t ^ 2 / (d - a) := by
  have hg : 0 < d - a := sub_pos.2 h
  have hy : 0 ≤ a - lowerLevel a d t := sub_nonneg.2 (lowerLevel_le a d t)
  have hs : (a - lowerLevel a d t) * ((d - a) + (a - lowerLevel a d t)) = t ^ 2 := by
    linear_combination lowerLevel_secular a d t
  generalize a - lowerLevel a d t = y at hy hs ⊢
  generalize d - a = g at hg hs ⊢
  constructor
  · rw [div_le_iff₀ (by positivity), ← hs]
    nlinarith [pow_nonneg hy 3]
  · rw [le_div_iff₀ hg]
    nlinarith [sq_nonneg y]

/-- As the charge-transfer offset `A` grows, `A` times the lowering of an exciton level at
`E + v` tends to the squared coupling. -/
theorem levelShift_tendsto (E v t : ℝ) :
    Tendsto (fun A : ℝ => A * ((E + v) - lowerLevel (E + v) (E + A) t)) atTop
      (𝓝 (t ^ 2)) := by
  have hgap : Tendsto (fun A : ℝ => (E + A) - (E + v)) atTop atTop :=
    (tendsto_atTop_add_const_right atTop (-v) tendsto_id).congr
      (fun A => by simp only [id]; ring)
  -- the lowering itself vanishes in the limit
  have hy : Tendsto (fun A : ℝ => (E + v) - lowerLevel (E + v) (E + A) t) atTop (𝓝 0) := by
    refine squeeze_zero' (Eventually.of_forall fun A => sub_nonneg.2 (lowerLevel_le _ _ _))
      ?_ (Tendsto.div_atTop (tendsto_const_nhds (x := t ^ 2)) hgap)
    filter_upwards [eventually_gt_atTop v] with A hA
    exact (levelShift_bounds t (by linarith)).2
  have h2 := (hy.mul (hy.const_sub v)).const_add (t ^ 2)
  have e : t ^ 2 + 0 * (v - 0) = t ^ 2 := by ring
  rw [e] at h2
  -- the secular equation turns the product into a constant plus a vanishing term
  have key : ∀ A : ℝ, t ^ 2 + ((E + v) - lowerLevel (E + v) (E + A) t) *
      (v - ((E + v) - lowerLevel (E + v) (E + A) t)) =
      A * ((E + v) - lowerLevel (E + v) (E + A) t) := fun A => by
    linear_combination -lowerLevel_secular (E + v) (E + A) t
  exact h2.congr key

/-- Superexchange limit: as the charge-transfer offset `A` grows, `A` times the deviation of the
effective exciton coupling from the direct coupling `V` tends to `-2 te th`. -/
theorem effectiveCoupling_tendsto (E V te th : ℝ) :
    Tendsto (fun A : ℝ => A * (effectiveCoupling E V te th A - V)) atTop
      (𝓝 (-2 * te * th)) := by
  have h := ((levelShift_tendsto E (-V) (te - th)).sub
    (levelShift_tendsto E V (te + th))).div_const 2
  have e : ((te - th) ^ 2 - (te + th) ^ 2) / 2 = -2 * te * th := by ring
  rw [e] at h
  refine h.congr fun A => ?_
  unfold effectiveCoupling
  rw [← sub_eq_add_neg E V]
  ring

/-- Without direct coupling, the effective exciton coupling vanishes exactly when the electron
or the hole transfer integral vanishes, whatever the charge-transfer offset. -/
theorem effectiveCoupling_eq_zero_iff (E te th A : ℝ) :
    effectiveCoupling E 0 te th A = 0 ↔ te * th = 0 := by
  unfold effectiveCoupling
  rw [add_zero, sub_zero]
  constructor
  · intro h
    have hl : lowerLevel E (E + A) (te + th) = lowerLevel E (E + A) (te - th) := by linarith
    have h1 := lowerLevel_secular E (E + A) (te + th)
    have h2 := lowerLevel_secular E (E + A) (te - th)
    rw [hl] at h1
    linear_combination (h2 - h1) / 4
  · intro h
    have hsq : (te + th) ^ 2 = (te - th) ^ 2 := by linear_combination 4 * h
    unfold lowerLevel
    rw [hsq, sub_self, zero_div]

end

end DimerSuperexchange
```

```lean
#print axioms DimerSuperexchange.dimerHamiltonian_splits
#print axioms DimerSuperexchange.lowerLevel_isLeast
#print axioms DimerSuperexchange.effectiveCoupling_tendsto
#print axioms DimerSuperexchange.effectiveCoupling_eq_zero_iff
```

```
'DimerSuperexchange.dimerHamiltonian_splits' depends on axioms: [propext, Classical.choice, Quot.sound]
'DimerSuperexchange.lowerLevel_isLeast' depends on axioms: [propext, Classical.choice, Quot.sound]
'DimerSuperexchange.effectiveCoupling_tendsto' depends on axioms: [propext, Classical.choice, Quot.sound]
'DimerSuperexchange.effectiveCoupling_eq_zero_iff' depends on axioms: [propext, Classical.choice, Quot.sound]
```

## Four states of a molecular pair

Number the molecules 0 and 1. The states $X_0$ and $X_1$ are the excitons on each molecule. In $C_0$ an electron has moved from molecule 0 to molecule 1, and in $C_1$ it has moved the other way. In the order $X_0,X_1,C_0,C_1$, the Hamiltonian is

$$
H=\begin{pmatrix}
E&V&t_e&t_h\\
V&E&t_h&t_e\\
t_e&t_h&E+A&0\\
t_h&t_e&0&E+A
\end{pmatrix}.
$$

From $X_0$, moving the electron gives $C_0$ and moving the hole gives $C_1$. From $X_1$ the roles are exchanged, which fixes the pattern of the coupling block. The signs that come from orbital phases and from the hole convention are contained in $t_e$ and $t_h$.

This matrix is `dimerHamiltonian`. Its index type `Fin 2 ⊕ Fin 2` keeps the excitons in the left summand and the charge-transfer states in the right one. The columns of `parityBasis` are the normalised combinations $(X_0\pm X_1)/\sqrt2$ and $(C_0\pm C_1)/\sqrt2$, sorted by parity. After the change of basis, the left summand therefore labels the even sector and the right summand the odd one.

The theorem `dimerHamiltonian_splits` gives the blocks

$$
H_\pm=\begin{pmatrix}E\pm V&t_e\pm t_h\\t_e\pm t_h&E+A\end{pmatrix}.
$$

Write $\lambda_\pm$ for their lower eigenvalues. Then `effectiveCoupling` is $s=(\lambda_+-\lambda_-)/2$, with the sign chosen so that $s=V$ when $t_e=t_h=0$ and both exciton levels $E\pm V$ lie below $E+A$. The main theorem, `effectiveCoupling_tendsto`, holds for all real $E$, $V$, $t_e$ and $t_h$. In it, `atTop` means that $A$ grows without bound, and `𝓝 (-2 * te * th)` names the limit.

## What the limit says about energy transfer

For large $A$ the theorem amounts to $s=V-2t_et_h/A+o(1/A)$. The correction has a simple reading in second-order perturbation theory: the paths $X_0\to C_0\to X_1$ and $X_0\to C_1\to X_1$ each contribute $-t_et_h/A$. Along each of these paths both an electron and a hole are transferred, as in the Dexter picture of energy transfer.

The file concerns a coupling, however, and not the Dexter rate law. It contains no vibrations, no spectral overlap and no dependence on distance, and $V$ is a given number, not a computed Coulomb or exchange integral. The four states are orthonormal, the molecules are equivalent, and the two charge-transfer states have equal energies and no direct coupling to each other.

In electronic-structure work on symmetric dimers, half the splitting of two exciton levels can serve as an estimate of the coupling; within this four-state model, that number contains the charge-transfer contribution as well as $V$. Reading $s$ as an exciton coupling presupposes that the lower levels are mainly excitonic. This is the case for large positive $A$, although the definition accepts every real $A$.

The last theorem, `effectiveCoupling_eq_zero_iff`, needs no limit. At $V=0$ and any real $A$, $s$ vanishes exactly when $t_et_h=0$.

## The derivation by hand

Take a two-level matrix with diagonal entries $a,d$ and coupling $t$. Its eigenvalues $x$ satisfy

$$
(a-x)(d-x)=t^2.
$$

Completing the square gives

$$
\left(\frac{a+d}{2}-x\right)^2=\left(\frac{d-a}{2}\right)^2+t^2,
$$

so the lower eigenvalue is

$$
\lambda=\frac{a+d}{2}-\sqrt{\left(\frac{d-a}{2}\right)^2+t^2}.
$$

The square root is at least $(d-a)/2$, hence $\lambda\le a$. Let $y=a-\lambda\ge0$ be the lowering of the level and $g=d-a$ the gap. The secular equation becomes

$$
y(g+y)=t^2.
$$

For $g>0$, dropping the non-negative term $y^2$ gives $y\le t^2/g$. Putting this bound into $y=t^2/(g+y)$ gives a lower bound, so that

$$
\frac{t^2g}{g^2+t^2}\le y\le\frac{t^2}{g}.
$$

The second-order value $t^2/g$ thus never underestimates the lowering.

Now set $a=E+v$ and $d=E+A$, so that $g=A-v$. As $A$ grows, the upper bound forces $y\to0$. The secular equation reads $y(A-v+y)=t^2$, or

$$
Ay=t^2+y(v-y),
$$

and therefore $Ay\to t^2$.

The even sector has $v=V$ and $t=t_e+t_h$; the odd sector has $v=-V$ and $t=t_e-t_h$. With lowerings $y_\pm=E\pm V-\lambda_\pm$,

$$
s-V=\frac{y_--y_+}{2}.
$$

Multiplying by $A$ and taking the limit gives

$$
A(s-V)\to\frac{(t_e-t_h)^2-(t_e+t_h)^2}{2}=-2t_et_h.
$$

At $V=0$ both sectors have the same diagonal entries. If $s=0$, they share the lower level, and their secular equations give $(t_e+t_h)^2=(t_e-t_h)^2$, that is, $t_et_h=0$. Conversely, if $t_et_h=0$ the two squares agree, and so do the lower levels.

## How the Lean proof follows these steps

`parityBasis_orthogonal` replaces $\sqrt2/2$ by a symbol $c$ with $c^2=1/2$ and checks the product entry by entry. For the splitting, the proof first shows $HP=PB$, where $P$ is the parity basis and $B$ the block-diagonal matrix; multiplication by $P^{\mathsf T}$ then gives $P^{\mathsf T}HP=B$.

`twoLevel_eigenvalue_iff` derives the secular equation from the fact that a matrix annihilates a nonzero vector exactly when its determinant is zero. `lowerLevel_secular` shows that the closed formula solves this equation. `lowerLevel_isLeast` adds that every eigenvalue lies at or above it, using the completed square and `Real.abs_le_sqrt`. The "lower level" is thereby identified as the least eigenvalue of its block.

`lowerLevel_le` supplies $y\ge0$, and `levelShift_bounds` proves the two inequalities under the hypothesis `a < d`. For the lower one, clearing the denominator and substituting $t^2=y(g+y)$ leaves $y^3\ge0$, which is the term handed to `nlinarith`.

In `levelShift_tendsto`, `squeeze_zero'` traps $y$ between zero and $t^2/(A-v)$. The upper bound is needed only once $A>v$, which `eventually_gt_atTop v` provides. The statement `key` is the identity $Ay=t^2+y(v-y)$, and it carries the limit over to $Ay$. `effectiveCoupling_tendsto` subtracts the two sector limits and halves the result. The final theorem compares the two secular equations in one direction and the closed formulas in the other.

## Coupling as an off-diagonal element

The coupling could also have been modelled by eliminating the charge-transfer states at the fixed energy $E$. For $A\ne0$ this gives a $2\times2$ exciton Hamiltonian with diagonal entries $E-(t_e^2+t_h^2)/A$ and off-diagonal entry $V-2t_et_h/A$. With that entry as the definition of $s$, the relation $A(s-V)=-2t_et_h$ would be an identity at every nonzero $A$, with no limit to take. The coupling would then no longer be defined as half a difference of exact eigenvalues of the four-state Hamiltonian, as it is in the file.
